# Truncating KKR scattering on a nearest-neighbour chain: an error bound of order q^(2R+2) for ‖Gt‖ ≤ q < 1

On a finite chain with site-diagonal t, a propagator G that couples only equal or neighbouring sites, and ‖Gt‖ ≤ q < 1, discarding all propagation that touches sites farther than R from a chosen central site c changes each entry of the central block of τ = t(1 − Gt)⁻¹ by at most

2‖t‖ q^(2R+2) / (1 − q).

Here t describes scattering by the individual atoms, G carries the electron between them, and τ, the scattering path operator, sums all sequences of scatterings at one fixed energy:

τ = t + tGt + tGtGt + …

In its simplest form, a KKR calculation with a local interaction zone keeps, for each atom, only the scattering paths that stay inside a zone around it; the theorem bounds the resulting error in τ for a finite chain with nearest-neighbour propagation and q < 1. The number q is a bound on the strength of one scattering followed by one propagation, not a wave vector. Requiring q < 1 means that successive orders weaken geometrically.

Throughout, ‖·‖ is the operator norm belonging to the Euclidean vector norm, that is, the largest singular value.

```lean
import Mathlib

open scoped Matrix Matrix.Norms.L2Operator

noncomputable section

namespace KKRLocalZone
```

## Orbitals, sites and the zone

Each matrix index i stands for one angular-momentum channel of one atom, called an orbital here for short, and `pos i` is the integer site that carries orbital i. Several orbitals may share a site. Write dᵢ = |pos i − c|, so that R counts sites and is not a length. The truncated matrix A_R keeps Aᵢⱼ when dᵢ ≤ R and dⱼ ≤ R, and is zero elsewhere.

```lean
/-- The local interaction zone: every entry of `A` that touches a site farther than `R`
from the site `c` is deleted. The orbital `i` sits on the site `pos i`. -/
def zone {ι : Type*} (pos : ι → ℤ) (c : ℤ) (R : ℕ) (A : Matrix ι ι ℂ) : Matrix ι ι ℂ :=
  Matrix.of fun i j =>
    if (pos i - c).natAbs ≤ R ∧ (pos j - c).natAbs ≤ R then A i j else 0
```

The same zone defines a diagonal projector P, with Pᵢᵢ = 1 inside and 0 outside.

```lean
/-- The indicator function of the orbitals inside the zone. -/
def indicator {ι : Type*} (pos : ι → ℤ) (c : ℤ) (R : ℕ) (i : ι) : ℂ :=
  if (pos i - c).natAbs ≤ R then 1 else 0
```

The definition of τ takes t and G as arguments, so it serves the full and the truncated problem alike; it is meaningful when 1 − Gt is invertible. Only G will be truncated; atoms outside the zone keep their t but are disconnected.

```lean
variable {ι : Type*} [Fintype ι] [DecidableEq ι]

/-- The scattering path operator `τ = t (1 - G t)⁻¹`, for invertible `1 - G t`. -/
def scatteringPath (t G : Matrix ι ι ℂ) : Matrix ι ι ℂ := t * (1 - G * t)⁻¹
```

## Truncating G truncates Gt

Put X = Gt. In

(G_R t)ᵢⱼ = Σₖ (G_R)ᵢₖ tₖⱼ,

only orbitals k on the site of j contribute, because t is site-diagonal. For these, dₖ = dⱼ, so the entry Gᵢₖ is kept exactly when i and j both lie in the zone. Hence G_R t = X_R.

```lean
omit [DecidableEq ι] in
/-- For a site-diagonal `t`, truncating `G` to the zone is the same as truncating `G t`. -/
theorem zone_mul (pos : ι → ℤ) (c : ℤ) (R : ℕ) (t G : Matrix ι ι ℂ)
    (ht : ∀ i j, pos i ≠ pos j → t i j = 0) :
    zone pos c R G * t = zone pos c R (G * t) := by
  ext i j
  simp only [zone, Matrix.mul_apply, Matrix.of_apply]
  by_cases h : (pos i - c).natAbs ≤ R ∧ (pos j - c).natAbs ≤ R
  · rw [if_pos h]
    refine Finset.sum_congr rfl fun k _ => ?_
    by_cases hk : pos k = pos j
    · have h' : (pos i - c).natAbs ≤ R ∧ (pos k - c).natAbs ≤ R := by rw [hk]; exact h
      rw [if_pos h']
    · rw [ht k j hk, mul_zero, mul_zero]
  · rw [if_neg h]
    refine Finset.sum_eq_zero fun k _ => ?_
    by_cases hk : pos k = pos j
    · have h' : ¬((pos i - c).natAbs ≤ R ∧ (pos k - c).natAbs ≤ R) := by rw [hk]; exact h
      rw [if_neg h', zero_mul]
    · rw [ht k j hk, mul_zero]
```

Since A_R = PAP and ‖P‖ ≤ 1,

‖A_R‖ ≤ ‖P‖ ‖A‖ ‖P‖ ≤ ‖A‖.

The truncated problem therefore obeys the same bound q.

```lean
/-- Truncation to the zone does not increase the operator norm. -/
theorem norm_zone_le (pos : ι → ℤ) (c : ℤ) (R : ℕ) (A : Matrix ι ι ℂ) :
    ‖zone pos c R A‖ ≤ ‖A‖ := by
  have hP : ‖Matrix.diagonal (indicator pos c R)‖ ≤ 1 := by
    rw [Matrix.l2_opNorm_diagonal]
    refine (pi_norm_le_iff_of_nonneg zero_le_one).2 fun i => ?_
    by_cases h : (pos i - c).natAbs ≤ R <;> simp [indicator, h]
  -- truncation is compression by a diagonal projector
  have h : zone pos c R A =
      Matrix.diagonal (indicator pos c R) * A * Matrix.diagonal (indicator pos c R) := by
    ext i j
    rw [Matrix.mul_diagonal, Matrix.diagonal_mul]
    by_cases h1 : (pos i - c).natAbs ≤ R <;> by_cases h2 : (pos j - c).natAbs ≤ R <;>
      simp [zone, indicator, h1, h2]
  rw [h]
  calc _ ≤ ‖Matrix.diagonal (indicator pos c R)‖ * ‖A‖ *
        ‖Matrix.diagonal (indicator pos c R)‖ :=
        (norm_mul_le _ _).trans (by gcongr; exact norm_mul_le _ _)
    _ ≤ 1 * ‖A‖ * 1 := by gcongr
    _ = ‖A‖ := by ring
```

## Paths that return see no difference below order 2R + 2

One factor of X moves by at most one site. From

(Xⁿ⁺¹)ᵢⱼ = Σₖ Xᵢₖ (Xⁿ)ₖⱼ

it follows by induction that Xⁿ has no entries between sites farther apart than n.

```lean
/-- With hops of at most one site, `n` hops do not connect sites farther apart than `n`. -/
theorem pow_support (pos : ι → ℤ) (X : Matrix ι ι ℂ)
    (hX : ∀ i j, 1 < (pos i - pos j).natAbs → X i j = 0) (n : ℕ) :
    ∀ i j, n < (pos i - pos j).natAbs → (X ^ n) i j = 0 := by
  induction n with
  | zero =>
    intro i j h
    have hij : i ≠ j := by
      rintro rfl
      simp at h
    rw [pow_zero, Matrix.one_apply_ne hij]
  | succ n ih =>
    intro i j h
    rw [pow_succ', Matrix.mul_apply]
    refine Finset.sum_eq_zero fun k _ => ?_
    by_cases hk : 1 < (pos i - pos k).natAbs
    · rw [hX i k hk, zero_mul]
    · rw [ih k j (by omega), mul_zero]
```

Now let j lie on the central site. The claim is

n + dᵢ < 2R + 2 ⇒ (Xⁿ)ᵢⱼ = (X_R ⁿ)ᵢⱼ.

For n = 0 both sides are entries of the identity. For the step from n to n + 1, assume n + 1 + dᵢ < 2R + 2 and expand as above. A contributing hop from i to k has dₖ ≤ dᵢ + 1, so n + dₖ < 2R + 2 and the induction hypothesis applies at k. If the hop is kept, the two terms agree. If it is deleted, there are two cases:

- If dᵢ ≥ R + 1, then n ≤ R − 1, while dₖ ≥ R.
- If dᵢ ≤ R, then dₖ = R + 1 and dᵢ = R, so n ≤ R.

Either way n < dₖ: the remaining n hops cannot reach the centre, and (Xⁿ)ₖⱼ = 0. The deleted term was zero already.

The device that makes this work in Lean is the form of the induction statement. The orbital `i` stays under a universal quantifier after `n` is fixed, so the hypothesis `ih` is available at the new orbital `k`. A statement about central entries alone would give no information there. The inequality in the claim acts as a hop budget, and `omega` settles the integer arithmetic, including the absolute values `natAbs`.

```lean
/-- With hops of at most one site, `n` hops from the centre to the site of `i` do not feel
the truncation if `n` plus the distance of that site from the centre is below `2R + 2`. -/
theorem pow_zone (pos : ι → ℤ) (c : ℤ) (R : ℕ) (X : Matrix ι ι ℂ)
    (hX : ∀ i j, 1 < (pos i - pos j).natAbs → X i j = 0) (j : ι) (hj : pos j = c) (n : ℕ) :
    ∀ i, n + (pos i - c).natAbs < 2 * R + 2 → (X ^ n) i j = (zone pos c R X ^ n) i j := by
  induction n with
  | zero => intro i _; rw [pow_zero, pow_zero]
  | succ n ih =>
    intro i h
    rw [pow_succ', pow_succ', Matrix.mul_apply, Matrix.mul_apply]
    refine Finset.sum_congr rfl fun k _ => ?_
    by_cases hk : 1 < (pos i - pos k).natAbs
    · simp [zone, hX i k hk]
    · rw [← ih k (by omega)]
      by_cases hz : (pos i - c).natAbs ≤ R ∧ (pos k - c).natAbs ≤ R
      · have h1 : zone pos c R X i k = X i k := if_pos hz
        rw [h1]
      · -- a deleted hop is too far out to be reached in the hops available
        have h0 : (X ^ n) k j = 0 := pow_support pos X hX n k j (by rw [hj]; omega)
        rw [h0, mul_zero, mul_zero]
```

## The tail of the scattering series

For ‖X‖ < 1, the matrix 1 − X is invertible. This applies to both X and X_R, so both inverses are genuine.

```lean
/-- If `‖X‖ < 1`, then `1 - X` is invertible. -/
theorem isUnit_one_sub (X : Matrix ι ι ℂ) (hX : ‖X‖ < 1) : IsUnit (1 - X) := by
  have : CompleteSpace (Matrix ι ι ℂ) := FiniteDimensional.complete ℂ _
  exact isUnit_one_sub_of_norm_lt_one hX
```

Let Y = (1 − X)⁻¹ and Sₘ = Σ_{n<m} Xⁿ. The geometric sum gives Sₘ(1 − X) = 1 − Xᵐ, and multiplying by Y on the right gives

Y − Sₘ = XᵐY.

The Dyson equation Y = 1 + XY yields ‖Y‖ ≤ 1 + q‖Y‖, hence ‖Y‖ ≤ 1/(1 − q). Therefore

‖Y − Sₘ‖ ≤ qᵐ/(1 − q).

```lean
/-- If `‖X‖ ≤ q < 1`, the multiple-scattering series for `(1 - X)⁻¹`, cut after `m` terms,
has an error of at most `q ^ m / (1 - q)` in operator norm. -/
theorem neumann_remainder (X : Matrix ι ι ℂ) (q : ℝ) (hX : ‖X‖ ≤ q) (hq : q < 1) (m : ℕ) :
    ‖(1 - X)⁻¹ - ∑ n ∈ Finset.range m, X ^ n‖ ≤ q ^ m / (1 - q) := by
  have hq0 : 0 ≤ q := (norm_nonneg X).trans hX
  have h := Matrix.mul_nonsing_inv (1 - X)
    ((Matrix.isUnit_iff_isUnit_det _).1 (isUnit_one_sub X (hX.trans_lt hq)))
  generalize (1 - X)⁻¹ = Y at h ⊢
  have hrem : Y - ∑ n ∈ Finset.range m, X ^ n = X ^ m * Y := by
    calc _ = Y - (∑ n ∈ Finset.range m, X ^ n) * ((1 - X) * Y) := by rw [h, mul_one]
      _ = Y - (1 - X ^ m) * Y := by rw [← mul_assoc, geom_sum_mul_neg]
      _ = X ^ m * Y := by rw [sub_mul, one_mul, sub_sub_cancel]
  have hone : ‖(1 : Matrix ι ι ℂ)‖ ≤ 1 := by
    rw [← Matrix.diagonal_one, Matrix.l2_opNorm_diagonal]
    exact (pi_norm_le_iff_of_nonneg zero_le_one).2 fun i => by simp
  -- the Dyson equation `Y = 1 + X Y` bounds the resolvent
  have hY : Y = 1 + X * Y := by
    rw [sub_mul, one_mul] at h
    exact sub_eq_iff_eq_add.1 h
  have hYn : ‖Y‖ ≤ 1 + q * ‖Y‖ := by
    calc ‖Y‖ = ‖1 + X * Y‖ := congrArg norm hY
      _ ≤ ‖(1 : Matrix ι ι ℂ)‖ + ‖X * Y‖ := norm_add_le _ _
      _ ≤ 1 + q * ‖Y‖ := add_le_add hone ((norm_mul_le _ _).trans (by gcongr))
  have hYb : ‖Y‖ ≤ 1 / (1 - q) := by
    rw [le_div_iff₀ (by linarith)]
    linarith
  have hpow : ∀ k : ℕ, ‖X ^ k * Y‖ ≤ q ^ k * ‖Y‖ := by
    intro k
    induction k with
    | zero => simp
    | succ k ih =>
      rw [pow_succ', mul_assoc, pow_succ', mul_assoc]
      exact (norm_mul_le _ _).trans (mul_le_mul hX ih (norm_nonneg _) hq0)
  rw [hrem]
  calc _ ≤ q ^ m * ‖Y‖ := hpow m
    _ ≤ q ^ m * (1 / (1 - q)) := by gcongr
    _ = q ^ m / (1 - q) := by ring
```

An entry is a component of M applied to a unit basis vector e_b, so

|M_ab| ≤ ‖M e_b‖ ≤ ‖M‖.

```lean
/-- A matrix entry is bounded by the operator norm. -/
theorem norm_entry_le (M : Matrix ι ι ℂ) (a b : ι) : ‖M a b‖ ≤ ‖M‖ := by
  have h := Matrix.l2_opNorm_mulVec M (EuclideanSpace.single b (1 : ℂ))
  have h2 := (PiLp.norm_apply_le _ a).trans h
  simpa using h2
```

## The error in the central block

Take a and b on site c, and m = 2R + 2. Let Y_R and S_R be the inverse and the partial sum built from X_R. Because t is site-diagonal, (tSₘ)_ab uses only entries of Sₘ within the central block, where all orders n ≤ 2R + 1 agree with those of S_R. The partial sums cancel:

τ_ab − τ_ab(truncated) = [t(Y − Sₘ)]_ab − [t(Y_R − S_R)]_ab.

Each term is at most ‖t‖ qᵐ/(1 − q), and the triangle inequality supplies the factor 2.

In the theorem, `ht` says that t is site-diagonal, `hG` that G reaches no farther than neighbours, and `hn` with `hq` that ‖Gt‖ ≤ q < 1. All are assumed. The theorem does not carry over directly to a real solid: actual KKR propagators have tails beyond nearest neighbours, ‖Gt‖ < 1 can fail, and the model is a finite one-dimensional chain.

```lean
/-- Local interaction zone: let `t` be site-diagonal, let `G` couple only equal or neighbouring
sites, and let `‖G t‖ ≤ q < 1`. Truncating `G` to the sites within `R` of `c` changes each entry
of the central block of `τ` by at most `2 ‖t‖ q ^ (2R + 2) / (1 - q)`. -/
theorem local_zone_error (pos : ι → ℤ) (c : ℤ) (R : ℕ) (t G : Matrix ι ι ℂ) (q : ℝ)
    (ht : ∀ i j, pos i ≠ pos j → t i j = 0)
    (hG : ∀ i j, 1 < (pos i - pos j).natAbs → G i j = 0)
    (hn : ‖G * t‖ ≤ q) (hq : q < 1) (a b : ι) (ha : pos a = c) (hb : pos b = c) :
    ‖scatteringPath t G a b - scatteringPath t (zone pos c R G) a b‖
      ≤ 2 * ‖t‖ * q ^ (2 * R + 2) / (1 - q) := by
  have hX : ∀ i j, 1 < (pos i - pos j).natAbs → (G * t) i j = 0 := by
    intro i j h
    rw [Matrix.mul_apply]
    refine Finset.sum_eq_zero fun k _ => ?_
    by_cases hk : pos k = pos j
    · rw [hG i k (by rw [hk]; exact h), zero_mul]
    · rw [ht k j hk, mul_zero]
  unfold scatteringPath
  rw [zone_mul pos c R t G ht]
  have hn' := (norm_zone_le pos c R (G * t)).trans hn
  -- all scattering orders up to `2R + 1` agree in the central block
  have hS : (t * ∑ n ∈ Finset.range (2 * R + 2), (G * t) ^ n) a b =
      (t * ∑ n ∈ Finset.range (2 * R + 2), zone pos c R (G * t) ^ n) a b := by
    rw [Finset.mul_sum, Finset.mul_sum, Matrix.sum_apply, Matrix.sum_apply]
    refine Finset.sum_congr rfl fun n hm => ?_
    have hm' := Finset.mem_range.1 hm
    rw [Matrix.mul_apply, Matrix.mul_apply]
    refine Finset.sum_congr rfl fun k _ => ?_
    by_cases hk : pos a = pos k
    · rw [pow_zone pos c R (G * t) hX b hb n k (by omega)]
    · rw [ht a k hk, zero_mul, zero_mul]
  have tail : ∀ X : Matrix ι ι ℂ, ‖X‖ ≤ q →
      ‖(t * ((1 - X)⁻¹ - ∑ n ∈ Finset.range (2 * R + 2), X ^ n)) a b‖
        ≤ ‖t‖ * (q ^ (2 * R + 2) / (1 - q)) := fun X h =>
    (norm_entry_le _ a b).trans ((norm_mul_le _ _).trans
      (mul_le_mul_of_nonneg_left (neumann_remainder X q h hq _) (norm_nonneg t)))
  have h1 := tail _ hn
  have h2 := tail _ hn'
  rw [mul_sub, Matrix.sub_apply] at h1 h2
  rw [← hS] at h2
  have h3 := (norm_sub_le _ _).trans (add_le_add h1 h2)
  rw [sub_sub_sub_cancel_right] at h3
  exact h3.trans (le_of_eq (by ring))
```

With one orbital per site, numbered from 0 to N − 1, t is an ordinary diagonal matrix and the central block is the single entry cc.

```lean
/-- The chain with one orbital per site: for diagonal `t`, nearest-neighbour `G` and
`‖G t‖ ≤ q < 1`, truncating `G` to the sites within `R` of `c` changes the `cc` entry of `τ` by at
most `2 ‖t‖ q ^ (2R + 2) / (1 - q)`. -/
theorem chain_local_zone_error {N : ℕ} (c : Fin N) (R : ℕ) (t : Fin N → ℂ)
    (G : Matrix (Fin N) (Fin N) ℂ) (q : ℝ)
    (hG : ∀ i j : Fin N, 1 < ((i.val : ℤ) - (j.val : ℤ)).natAbs → G i j = 0)
    (hn : ‖G * Matrix.diagonal t‖ ≤ q) (hq : q < 1) :
    ‖scatteringPath (Matrix.diagonal t) G c c -
        scatteringPath (Matrix.diagonal t) (zone (fun i => (i.val : ℤ)) c.val R G) c c‖
      ≤ 2 * ‖Matrix.diagonal t‖ * q ^ (2 * R + 2) / (1 - q) := by
  refine local_zone_error (fun i : Fin N => (i.val : ℤ)) c.val R _ G q ?_ hG hn hq c c rfl rfl
  intro i j h
  exact Matrix.diagonal_apply_ne t fun hij => h (by rw [hij])
```

## A dimer that tests the exponent at R = 0

Take two sites, t = 1 and hopping amplitude q, with 0 ≤ q < 1.

```lean
/-- The propagator of a dimer with hopping amplitude `q`. -/
def dimerG (q : ℝ) : Matrix (Fin 2) (Fin 2) ℂ := !![0, (q : ℂ); (q : ℂ), 0]
```

Here G†G = q²·1, so ‖Gt‖ = q. Inverting the 2 × 2 matrix 1 − G gives τ₀₀ = 1/(1 − q²). The zone R = 0 contains no hop and gives τ₀₀ = 1. The error is

1/(1 − q²) − 1 = q²/(1 − q²).

This guards against miscounting the hops. The first site outside the zone is at distance R + 1, so a lost path needs R + 1 hops out and R + 1 back. Counting one hop more would put q³ in the bound at R = 0, which the dimer violates for small positive q.

```lean
/-- For the dimer with `t = 1` and `0 ≤ q < 1`, the norm of `G t` is `q`, and the zone `R = 0`
around the first site changes its entry of `τ` by exactly `q ^ 2 / (1 - q ^ 2)`. -/
theorem dimer_witness (q : ℝ) (hq0 : 0 ≤ q) (hq : q < 1) :
    ‖dimerG q * 1‖ = q ∧
    scatteringPath 1 (dimerG q) 0 0 -
      scatteringPath 1 (zone (fun i : Fin 2 => (i.val : ℤ)) 0 0 (dimerG q)) 0 0
      = (q : ℂ) ^ 2 / (1 - (q : ℂ) ^ 2) := by
  constructor
  · have h : (dimerG q)ᴴ * dimerG q = Matrix.diagonal fun _ => (q : ℂ) ^ 2 := by
      ext i j
      fin_cases i <;> fin_cases j <;>
        simp [dimerG, Matrix.mul_apply, Fin.sum_univ_succ, sq]
    have h2 := Matrix.l2_opNorm_conjTranspose_mul_self (dimerG q)
    rw [h, Matrix.l2_opNorm_diagonal, pi_norm_const, norm_pow, Complex.norm_real,
      Real.norm_of_nonneg hq0] at h2
    rw [mul_one]
    exact (sq_eq_sq₀ (norm_nonneg _) hq0).1 (by linear_combination -h2)
  · have hr : (1 : ℝ) - q ^ 2 ≠ 0 := ne_of_gt (by nlinarith)
    have hne : (1 : ℂ) - (q : ℂ) ^ 2 ≠ 0 := by exact_mod_cast hr
    obtain ⟨e, he⟩ : ∃ e : ℂ, e * (1 - (q : ℂ) ^ 2) = 1 := ⟨_, inv_mul_cancel₀ hne⟩
    have hM : 1 - dimerG q * 1 = !![1, -(q : ℂ); -(q : ℂ), 1] := by
      ext i j
      fin_cases i <;> fin_cases j <;> simp [dimerG]
    have hinv : (1 - dimerG q * 1)⁻¹ = !![e, q * e; q * e, e] := by
      rw [hM]
      apply Matrix.inv_eq_right_inv
      have h1 : 1 * e + -(q : ℂ) * (q * e) = 1 := by linear_combination he
      have h2 : 1 * (q * e) + -(q : ℂ) * e = 0 := by ring
      have h3 : -(q : ℂ) * e + 1 * (q * e) = 0 := by ring
      have h4 : -(q : ℂ) * (q * e) + 1 * e = 1 := by linear_combination he
      rw [Matrix.mul_fin_two, h1, h2, h3, h4, Matrix.one_fin_two]
    -- the zone of a single site contains no hop at all
    have hz : zone (fun i : Fin 2 => (i.val : ℤ)) 0 0 (dimerG q) = 0 := by
      ext i j
      fin_cases i <;> fin_cases j <;> simp [zone, dimerG]
    have hA : scatteringPath 1 (dimerG q) 0 0 = e := by
      rw [scatteringPath, hinv, one_mul]
      rfl
    have hB : scatteringPath 1 (0 : Matrix (Fin 2) (Fin 2) ℂ) 0 0 = 1 := by
      simp [scatteringPath]
    rw [hz, hA, hB, eq_div_iff hne]
    linear_combination he

end KKRLocalZone
```

```lean
#print axioms KKRLocalZone.chain_local_zone_error
```

```
'KKRLocalZone.chain_local_zone_error' depends on axioms: [propext, Classical.choice, Quot.sound]
```
